# Between neighbours of unequal energy, the upwind tangent has a continuous direction in the image energy when its two segments are linearly independent

## Does the tangent jump when an image passes a neighbour in energy?

In a nudged elastic band, let \(v\) be the energy of an image and \(a<b\) the energies of its two neighbours. Let \(p\) be the path segment on the side of the higher neighbour and \(q\) the other segment, both oriented in the same sense along the band. The upwind tangent is

\[
T(v)=\begin{cases}(b-v)p+(a-v)q, & v<a,\\ p, & a\le v\le b,\\ (v-a)p+(v-b)q, & v>b.\end{cases}
\]

A climbing image, normally the highest of the band, has its force component along \(T/\|T\|\) reversed. But as \(v\) falls to \(b\), the third line tends to \((b-a)p\), and the second line then gives \(p\). That looks like a jump. Does the climbing force jump too, and could the two weighted segments ever cancel?

## Only the length jumps, unless the band folds back

With \(a,b,p,q\) fixed and \(p,q\) linearly independent, \(T\) never vanishes and its direction is continuous in \(v\). To see this, put

\[
W=\max(b-v,\,v-a),\qquad U=\max(0,\,a-v,\,v-b),\qquad S=Wp+Uq .
\]

For \(v<a\) and for \(v>b\), \(S=T\). In between, \(U=0\) and \(S=Wp\), a positive multiple of \(T\). So \(S\) and \(T\) always have the same direction, and \(S\) is continuous.

It remains to exclude \(S=0\). The two entries of \(W\) add up to \(b-a\), so \(W\ge(b-a)/2>0\). Also \(a-v<b-v\le W\) and \(v-b<v-a\le W\), hence \(0\le U<W\). Therefore

\[
S=W(p+sq),\qquad s=U/W\in[0,1).
\]

If \(p+sq\neq0\) for all such \(s\), then \(S/\|S\|\) is continuous. Linear independence is more than enough.

Cancellation does occur if \(p=-sq\neq0\) with \(0<s<1\): the segments are antiparallel and \(p\) is the shorter. For \(v<a\),

\[
T=\bigl[(a-v)-s(b-v)\bigr]q=(1-s)(v_0-v)\,q,\qquad v_0=\frac{a-sb}{1-s}<a .
\]

The direction flips from \(q/\|q\|\) to \(-q/\|q\|\) at \(v_0\), and no value assigned there repairs it. Above \(b\) there is a similar flip at \(v=(b-sa)/(1-s)\). For a fixed true force, the climbing force does not depend on the sign of \(T/\|T\|\), so it is the same on both sides of a flip and undefined only at the flip itself. A non-zero spring force directed along \(T/\|T\|\), as on the other images, does reverse.

The length is a separate matter. For \(p\ne0\), continuity of \(T\) itself at \(a\) requires \((b-a)p=p\), so \(b-a=1\) in the chosen energy unit. Conversely, if \(b-a=1\), then \(T=\max(1,W)\,p+Uq\), which is continuous.

```lean
import Mathlib

open Set

namespace UpwindTangent

noncomputable section

variable {E : Type*} [NormedAddCommGroup E] [NormedSpace ℝ E]

/-- The upwind tangent at an image of energy `v` whose neighbours have energies `a < b`;
`p` is the segment on the side of the higher neighbour, `q` the other segment. -/
def upwindTangent (a b : ℝ) (p q : E) (v : ℝ) : E :=
  if v < a then (b - v) • p + (a - v) • q
  else if v ≤ b then p
  else (v - a) • p + (v - b) • q

/-- The direction `x / ‖x‖` of a non-zero vector `x`. -/
def unitVec (x : E) : E := ‖x‖⁻¹ • x

/-- A continuous vector built from the energies `a`, `b`, `v` and the segments `p`, `q`,
with weights given by maxima of energy differences. -/
def smoothTangent (a b : ℝ) (p q : E) (v : ℝ) : E :=
  max (b - v) (v - a) • p + max 0 (max (a - v) (v - b)) • q

/-- For `a < b` and an image energy outside `[a, b]`, the segments are weighted by the larger
and the smaller of the absolute energy differences to the two neighbours. -/
theorem upwindTangent_eq_max_min {a b v : ℝ} (hab : a < b) (p q : E)
    (hv : v < a ∨ b < v) :
    upwindTangent a b p q v =
      max |b - v| |a - v| • p + min |b - v| |a - v| • q := by
  unfold upwindTangent
  rcases hv with h | h
  · rw [if_pos h, abs_of_pos (by linarith : 0 < b - v), abs_of_pos (by linarith : 0 < a - v),
      max_eq_left (by linarith), min_eq_right (by linarith)]
  · rw [if_neg (by linarith), if_neg (by linarith), abs_of_neg (by linarith : b - v < 0),
      abs_of_neg (by linarith : a - v < 0), max_eq_right (by linarith),
      min_eq_left (by linarith), neg_sub, neg_sub]

/-- Multiplying a vector by a positive number does not change its direction. -/
theorem unitVec_smul {c : ℝ} (hc : 0 < c) (x : E) : unitVec (c • x) = unitVec x := by
  unfold unitVec
  rw [norm_smul, Real.norm_of_nonneg hc.le, smul_smul, mul_inv, mul_comm c⁻¹, mul_assoc,
    inv_mul_cancel₀ hc.ne', mul_one]

/-- For `a < b` the upwind tangent and the continuous vector `smoothTangent` have the same
direction at every image energy. -/
theorem unitVec_upwindTangent {a b : ℝ} (hab : a < b) (p q : E) (v : ℝ) :
    unitVec (upwindTangent a b p q v) = unitVec (smoothTangent a b p q v) := by
  unfold upwindTangent smoothTangent
  rcases lt_or_ge v a with h1 | h1
  · rw [if_pos h1, max_eq_left (by linarith : v - a ≤ b - v),
      max_eq_left (by linarith : v - b ≤ a - v), max_eq_right (by linarith : 0 ≤ a - v)]
  · rw [if_neg (not_lt.mpr h1)]
    rcases le_or_gt v b with h2 | h2
    · -- between the neighbours only a positive multiple of `p` survives
      have hw : 0 < max (b - v) (v - a) := by
        have := le_max_left (b - v) (v - a)
        have := le_max_right (b - v) (v - a)
        linarith
      have hu : max (a - v) (v - b) ≤ 0 := max_le (by linarith) (by linarith)
      rw [if_pos h2, max_eq_left hu, zero_smul, add_zero, unitVec_smul hw]
    · rw [if_neg (not_le.mpr h2), max_eq_right (by linarith : b - v ≤ v - a),
        max_eq_right (by linarith : a - v ≤ v - b), max_eq_right (by linarith : 0 ≤ v - b)]

/-- If `p + s q` is non-zero for all `0 ≤ s < 1`, then so is every combination `w p + u q`
with `0 ≤ u < w`. -/
theorem weighted_ne_zero {p q : E} (h : ∀ s : ℝ, 0 ≤ s → s < 1 → p + s • q ≠ 0)
    {w u : ℝ} (hu : 0 ≤ u) (huw : u < w) : w • p + u • q ≠ 0 := by
  have hw : 0 < w := lt_of_le_of_lt hu huw
  have e : w * (u / w) = u := by field_simp
  have key : w • p + u • q = w • (p + (u / w) • q) := by
    rw [smul_add, smul_smul, e]
  rw [key]
  exact smul_ne_zero hw.ne' (h _ (div_nonneg hu hw.le) ((div_lt_one hw).mpr huw))

/-- Let `a < b` and let `p + s q` be non-zero for all `0 ≤ s < 1`. Then the upwind tangent
never vanishes, and its direction is a continuous function of the image energy. -/
theorem continuous_unitTangent {a b : ℝ} (hab : a < b) {p q : E}
    (h : ∀ s : ℝ, 0 ≤ s → s < 1 → p + s • q ≠ 0) :
    (∀ v, upwindTangent a b p q v ≠ 0) ∧
      Continuous fun v => unitVec (upwindTangent a b p q v) := by
  constructor
  · intro v
    unfold upwindTangent
    split_ifs with h1 h2
    · exact weighted_ne_zero h (by linarith) (by linarith)
    · simpa using h 0 le_rfl one_pos
    · have h3 := not_le.mp h2
      exact weighted_ne_zero h (by linarith) (by linarith)
  · have hw : Continuous fun v : ℝ => max (b - v) (v - a) :=
      Continuous.max (by fun_prop) (by fun_prop)
    have hu : Continuous fun v : ℝ => max 0 (max (a - v) (v - b)) :=
      Continuous.max (by fun_prop) (Continuous.max (by fun_prop) (by fun_prop))
    have hc : Continuous (smoothTangent a b p q) :=
      (hw.smul continuous_const).add (hu.smul continuous_const)
    -- the weight of `q` stays strictly below the weight of `p`
    have hne : ∀ v, smoothTangent a b p q v ≠ 0 := by
      intro v
      have h1 := le_max_left (b - v) (v - a)
      have h2 := le_max_right (b - v) (v - a)
      exact weighted_ne_zero h (le_max_left _ _)
        (max_lt (by linarith) (max_lt (by linarith) (by linarith)))
    rw [funext (unitVec_upwindTangent hab p q)]
    exact (hc.norm.inv₀ fun v => norm_ne_zero_iff.mpr (hne v)).smul hc

/-- For `a < b` and linearly independent segments, the upwind tangent never vanishes and its
direction is a continuous function of the image energy. -/
theorem continuous_unitTangent_of_linearIndependent {a b : ℝ} (hab : a < b) {p q : E}
    (hpq : LinearIndependent ℝ ![p, q]) :
    (∀ v, upwindTangent a b p q v ≠ 0) ∧
      Continuous fun v => unitVec (upwindTangent a b p q v) := by
  refine continuous_unitTangent hab fun s _ _ h0 => ?_
  have h1 := (LinearIndependent.pair_iff.mp hpq 1 s (by rw [one_smul]; exact h0)).1
  exact one_ne_zero h1

/-- Let `a < b`, `p ≠ 0` and `p + s q = 0` for some `0 < s < 1`. Then no continuous function of
the image energy agrees with the direction of the upwind tangent wherever that tangent is
non-zero. -/
theorem no_continuous_unitTangent {a b s : ℝ} (hab : a < b) {p q : E} (hp : p ≠ 0)
    (hs0 : 0 < s) (hs1 : s < 1) (h : p + s • q = 0) :
    ¬ ∃ g : ℝ → E, Continuous g ∧
      ∀ v, upwindTangent a b p q v ≠ 0 → g v = unitVec (upwindTangent a b p q v) := by
  rintro ⟨g, hg, hgT⟩
  have hs : 0 < 1 - s := by linarith
  have hp' : p = -(s • q) := eq_neg_of_add_eq_zero_left h
  have hq : q ≠ 0 := by
    intro hq
    apply hp
    rw [hp', hq, smul_zero, neg_zero]
  -- the energy below `a` at which the tangent vanishes
  obtain ⟨v₀, hv₀⟩ : ∃ v₀, (1 - s) * v₀ = a - s * b :=
    ⟨(a - s * b) / (1 - s), by field_simp⟩
  have hlt : v₀ < a := by
    by_contra hc
    have h1 := mul_nonneg hs.le (sub_nonneg.mpr (not_lt.mp hc))
    have h2 := mul_pos hs0 (sub_pos.mpr hab)
    nlinarith
  have hT : ∀ v, v < a → upwindTangent a b p q v = ((1 - s) * (v₀ - v)) • q := by
    intro v hv
    have e : (1 - s) * (v₀ - v) = (a - v) - s * (b - v) := by linear_combination hv₀
    unfold upwindTangent
    rw [if_pos hv, e, hp']
    module
  -- the directions on the two sides of `v₀` are opposite
  have hL : ∀ v ∈ Iio v₀, g v = unitVec q := by
    intro v hv
    have c : 0 < (1 - s) * (v₀ - v) := mul_pos hs (sub_pos.mpr hv)
    have e := hT v (lt_trans hv hlt)
    rw [hgT v (by rw [e]; exact smul_ne_zero c.ne' hq), e, unitVec_smul c]
  have hR : ∀ v ∈ Ioo v₀ a, g v = unitVec (-q) := by
    intro v hv
    have c : 0 < (1 - s) * (v - v₀) := mul_pos hs (sub_pos.mpr hv.1)
    have e : upwindTangent a b p q v = ((1 - s) * (v - v₀)) • (-q) := by
      rw [hT v hv.2]
      module
    rw [hgT v (by rw [e]; exact smul_ne_zero c.ne' (neg_ne_zero.mpr hq)), e, unitVec_smul c]
  have h1 : g v₀ = unitVec q :=
    closure_minimal (t := {v | g v = unitVec q}) hL (isClosed_eq hg continuous_const)
      (by rw [closure_Iio]; exact mem_Iic.mpr le_rfl)
  have h2 : g v₀ = unitVec (-q) :=
    closure_minimal (t := {v | g v = unitVec (-q)}) hR (isClosed_eq hg continuous_const)
      (by rw [closure_Ioo hlt.ne]; exact left_mem_Icc.mpr hlt.le)
  have h3 : ‖q‖⁻¹ • q = -(‖q‖⁻¹ • q) := by
    have h4 := h1.symm.trans h2
    unfold unitVec at h4
    rwa [norm_neg, smul_neg] at h4
  have h5 : (2 * ‖q‖⁻¹) • q = 0 := by
    rw [mul_smul, two_smul]
    exact eq_neg_iff_add_eq_zero.mp h3
  exact smul_ne_zero (mul_ne_zero two_ne_zero (inv_ne_zero (norm_ne_zero_iff.mpr hq))) hq h5

/-- For `a < b` and `p ≠ 0`, the upwind tangent before normalisation is continuous in the image
energy exactly when `b - a = 1` in the chosen energy unit. -/
theorem continuous_upwindTangent_iff {a b : ℝ} (hab : a < b) {p : E} (hp : p ≠ 0) (q : E) :
    Continuous (upwindTangent a b p q) ↔ b - a = 1 := by
  constructor
  · intro hc
    -- compare the limit from below at `a` with the value there
    have h1 : upwindTangent a b p q a = (b - a) • p + (a - a) • q :=
      closure_minimal (s := Iio a)
        (t := {v | upwindTangent a b p q v = (b - v) • p + (a - v) • q})
        (fun v hv => if_pos hv) (isClosed_eq hc (by fun_prop))
        (by rw [closure_Iio]; exact mem_Iic.mpr le_rfl)
    have h2 : upwindTangent a b p q a = p := by
      unfold upwindTangent
      rw [if_neg (lt_irrefl a), if_pos hab.le]
    have h3 : (b - a - 1) • p = 0 := by
      have e : (b - a - 1) • p = ((b - a) • p + (a - a) • q) - p := by module
      rw [e]
      exact sub_eq_zero.mpr (h1.symm.trans h2)
    have h4 := (smul_eq_zero.mp h3).resolve_right hp
    linarith
  · intro h
    have e : upwindTangent a b p q = fun v =>
        max 1 (max (b - v) (v - a)) • p + max 0 (max (a - v) (v - b)) • q := by
      funext v
      unfold upwindTangent
      split_ifs with h1 h2
      · rw [max_eq_left (by linarith : v - a ≤ b - v), max_eq_right (by linarith : 1 ≤ b - v),
          max_eq_left (by linarith : v - b ≤ a - v), max_eq_right (by linarith : 0 ≤ a - v)]
      · have h3 := not_lt.mp h1
        rw [max_eq_left (max_le (by linarith) (by linarith) : max (b - v) (v - a) ≤ 1),
          max_eq_left (max_le (by linarith) (by linarith) : max (a - v) (v - b) ≤ 0),
          one_smul, zero_smul, add_zero]
      · have h3 := not_le.mp h2
        rw [max_eq_right (by linarith : b - v ≤ v - a), max_eq_right (by linarith : 1 ≤ v - a),
          max_eq_right (by linarith : a - v ≤ v - b), max_eq_right (by linarith : 0 ≤ v - b)]
    have hw : Continuous fun v : ℝ => max 1 (max (b - v) (v - a)) :=
      Continuous.max (by fun_prop) (Continuous.max (by fun_prop) (by fun_prop))
    have hu : Continuous fun v : ℝ => max 0 (max (a - v) (v - b)) :=
      Continuous.max (by fun_prop) (Continuous.max (by fun_prop) (by fun_prop))
    rw [e]
    exact (hw.smul continuous_const).add (hu.smul continuous_const)

end

end UpwindTangent
```

```lean
#print axioms UpwindTangent.upwindTangent_eq_max_min
#print axioms UpwindTangent.continuous_unitTangent_of_linearIndependent
#print axioms UpwindTangent.no_continuous_unitTangent
#print axioms UpwindTangent.continuous_upwindTangent_iff
```

```
'UpwindTangent.upwindTangent_eq_max_min' depends on axioms: [propext, Classical.choice, Quot.sound]
'UpwindTangent.continuous_unitTangent_of_linearIndependent' depends on axioms: [propext, Classical.choice, Quot.sound]
'UpwindTangent.no_continuous_unitTangent' depends on axioms: [propext, Classical.choice, Quot.sound]
'UpwindTangent.continuous_upwindTangent_iff' depends on axioms: [propext, Classical.choice, Quot.sound]
```

In the Lean code, `E` is any real normed space, `upwindTangent` is \(T\), `unitVec` divides by the norm, and `smoothTangent` is \(S\), which is continuous but has kinks despite its name. `upwindTangent_eq_max_min` confirms that outside \([a,b]\) the weights are the larger and smaller absolute energy differences.

`continuous_unitTangent` assumes only \(p+sq\ne0\) for \(0\le s<1\); the version for linearly independent segments follows because \(1\cdot p+sq=0\) would force \(1=0\). `no_continuous_unitTangent` asks for agreement only where \(T\ne0\), so Lean's value for a normalised zero vector plays no part.

In the proofs, `unitVec_upwindTangent` compares \(T\) with \(S\) branch by branch, using `unitVec_smul` to remove the factor \(W\). `weighted_ne_zero` factors out \(W\) as above. For the flip, `closure_minimal` extends each constant direction to the endpoint \(v_0\), so a continuous function would have two opposite unit values there. The same lemma gives the limit at \(a\) in `continuous_upwindTangent_iff`, whose converse checks the formula with \(\max(1,W)\) on each branch.

One dimension is the smallest case of interest. Linear independence is impossible there, yet a straight band with \(p=q\ne0\) satisfies the weaker condition and its direction is constant. With \(q=-2p\ne0\), the tangent below \(a\) is \((v-2a+b)p\), which reverses at \(v=2a-b\).

In a climbing-image nudged elastic band calculation with this tangent, the energies of the image and its two neighbours select the branch of \(T\), and the optimiser receives \(F-2(F\cdot\hat\tau)\hat\tau\) as the force on the climbing image. Here \(\hat\tau=T/\|T\|\), and \(F\) is the true force, minus the gradient of the energy. The theorem rules out a jump in \(\hat\tau\) from the change of branch when \(v\) alone varies. In a real relaxation the geometry moves as well, so \(a,b,p,q\) change together with \(v\), and the theorem does not cover that joint dependence.
